# Sublattice traces of the Green's matrix for inter-sublattice hopping and zero on-site energies differ by the site imbalance divided by the energy

## From one sublattice trace to the other

In a tight-binding calculation with an orthonormal basis, zero on-site energies and hopping only between two sublattices, the trace of the Green's matrix over one sublattice gives the trace over the other by adding a known term. If both traces have been computed, their difference serves as a check on the matrix inversion.

Let the sublattices have \(p\) and \(q\) sites, with one basis state per site, and let

\[
H=\begin{pmatrix}0&B\\ C&0\end{pmatrix},\qquad G(z)=(z-H)^{-1},
\]

where \(B\) and \(C\) contain the hopping amplitudes and \(z\) is a complex energy. Write \(G_{ij}\) for the blocks of \(G(z)\). If \(z\neq0\) and \(z-H\) is invertible, then

\[
\operatorname{tr}G_{11}-\operatorname{tr}G_{22}=\frac{p-q}{z}.
\]

For this finite, non-interacting model, the difference is independent of the hopping amplitudes.

## Two block equations and a cyclic trace

Allow uniform on-site energies \(a\) and \(b\) on the two sublattices. The 11 block of \((z-H)G=1\) and the 22 block of \(G(z-H)=1\) are

\[
(z-a)G_{11}-BG_{21}=1_p,\qquad (z-b)G_{22}-G_{21}B=1_q.
\]

Take traces and subtract. Since \(\operatorname{tr}(BG_{21})=\operatorname{tr}(G_{21}B)\), the hopping terms cancel:

\[
(z-a)\operatorname{tr}G_{11}-(z-b)\operatorname{tr}G_{22}=p-q.
\]

Setting \(a=b=0\) and dividing by \(z\) gives the imbalance formula.

## One site and two sites

For \(p=1\), \(q=0\), there is a single isolated site with \(H=0\). Then \(G=1/z\), the second trace is empty, and the difference is \(1/z\). For \(p=q=1\),

\[
G(z)=\frac{1}{z^2-BC}\begin{pmatrix}z&B\\ C&z\end{pmatrix},
\]

so the diagonal entries agree and the difference vanishes.

## Chirality, moments and non-real energies

Let \(\Gamma=\operatorname{diag}(1_p,-1_q)\). Then \(\Gamma H=-H\Gamma\), \(\Gamma^2=1\), and \(\operatorname{tr}(\Gamma M)=\operatorname{tr}M_{11}-\operatorname{tr}M_{22}\) for any \(M\). For \(k\ge0\),

\[
\operatorname{tr}(\Gamma H^{k+1})=-\operatorname{tr}(H\Gamma H^k)=-\operatorname{tr}(\Gamma H^{k+1})=0,
\]

so every positive power of \(H\) has equal sublattice traces.

Also \((-z-H)\Gamma=-\Gamma(z-H)\), hence

\[
(-z-H)\bigl(-\Gamma G(z)\Gamma\bigr)=\Gamma(z-H)G(z)\Gamma=1.
\]

Thus \(-z-H\) is invertible and \(G(-z)=-\Gamma G(z)\Gamma\).

Finally, suppose \(H\) is Hermitian and \(z-H\) is singular. Some \(v\neq0\) satisfies \(Hv=zv\), and evaluating \(v^\dagger Hv\) in two ways gives \(z\,v^\dagger v=\bar z\,v^\dagger v\), so \(z\) is real. With \(C=B^\dagger\), the imbalance formula therefore holds at every non-real \(z\).

## Sites, blocks and energies in Lean

The finite types `m` and `n` label the sites, so `Fintype.card m` is \(p\) and `Fintype.card n` is \(q\); either may be zero. The full matrix is indexed by `m ⊕ n`, and `toBlocks₁₁` and `toBlocks₂₂` extract the diagonal blocks.

In `sublattice_imbalance`, the type `ℂˣ` makes \(z\) nonzero, and `IsUnit` states that \(z-H\) is invertible. The matrices `B` and `C` are independent, so \(H\) need not be Hermitian. `hermitian_imbalance` takes `Bᴴ` for the second hopping block and replaces the invertibility assumption by `z.im ≠ 0`.

The identity matrix multiplying \(z\) corresponds to an orthonormal site basis. Hopping within a sublattice, on-site energies that vary within a sublattice and infinite lattices are not covered.

```lean
import Mathlib

open Matrix
open scoped ComplexOrder

namespace SublatticeImbalance

noncomputable section

variable {m n ι : Type*} [Fintype m] [Fintype n] [Fintype ι]
  [DecidableEq m] [DecidableEq n] [DecidableEq ι]

/-- The Green's matrix `G(z) = (z - H)⁻¹`. -/
def green (H : Matrix ι ι ℂ) (z : ℂ) : Matrix ι ι ℂ := (z • 1 - H)⁻¹

/-- Two sublattices with uniform on-site energies `a` and `b`, coupled by hoppings `B` and `C`. -/
def twoSublattice (a b : ℂ) (B : Matrix m n ℂ) (C : Matrix n m ℂ) :
    Matrix (m ⊕ n) (m ⊕ n) ℂ := fromBlocks (a • 1) B C (b • 1)

/-- The bipartite Hamiltonian, with hopping between the sublattices only. -/
def bipartite (B : Matrix m n ℂ) (C : Matrix n m ℂ) :
    Matrix (m ⊕ n) (m ⊕ n) ℂ := fromBlocks 0 B C 0

/-- The chirality matrix: `+1` on the first sublattice and `-1` on the second. -/
def chirality (m n : Type*) [DecidableEq m] [DecidableEq n] :
    Matrix (m ⊕ n) (m ⊕ n) ℂ := fromBlocks 1 0 0 (-1)

/-- Sum rule with on-site energies `a` and `b`: if `z - H` is invertible, the sublattice traces of
the Green's matrix, weighted by `z - a` and `z - b`, differ by the difference of the numbers of
sites. -/
theorem onsite_sum_rule (a b : ℂ) (B : Matrix m n ℂ) (C : Matrix n m ℂ) (z : ℂ)
    (hz : IsUnit (z • 1 - twoSublattice a b B C)) :
    (z - a) * (green (twoSublattice a b B C) z).toBlocks₁₁.trace
      - (z - b) * (green (twoSublattice a b B C) z).toBlocks₂₂.trace
      = (Fintype.card m : ℂ) - Fintype.card n := by
  have hdet := (Matrix.isUnit_iff_isUnit_det _).1 hz
  have hr : (z • 1 - twoSublattice a b B C) * green (twoSublattice a b B C) z = 1 :=
    Matrix.mul_nonsing_inv _ hdet
  have hl : green (twoSublattice a b B C) z * (z • 1 - twoSublattice a b B C) = 1 :=
    Matrix.nonsing_inv_mul _ hdet
  have hM : z • 1 - twoSublattice a b B C
      = fromBlocks ((z - a) • 1) (-B) (-C) ((z - b) • 1) := by
    rw [twoSublattice, ← fromBlocks_one, fromBlocks_smul, sub_eq_add_neg, fromBlocks_neg,
      fromBlocks_add]
    congr 1 <;> module
  rw [hM] at hr hl
  generalize green (twoSublattice a b B C) z = G at hr hl ⊢
  -- read off one diagonal block of each of the two resolvent equations
  rw [← fromBlocks_toBlocks G, fromBlocks_multiply, ← fromBlocks_one, fromBlocks_inj] at hr hl
  have t1 := congrArg Matrix.trace hr.1
  have t2 := congrArg Matrix.trace hl.2.2.2
  simp only [Matrix.trace_add, Matrix.smul_mul, Matrix.mul_smul, Matrix.one_mul, Matrix.mul_one,
    Matrix.neg_mul, Matrix.mul_neg, Matrix.trace_neg, Matrix.trace_smul, Matrix.trace_one,
    smul_eq_mul] at t1 t2
  -- the hopping terms cancel by cyclicity of the trace
  linear_combination t1 - t2 + Matrix.trace_mul_comm B G.toBlocks₂₁

/-- Sublattice imbalance: for nonzero `z` with `z - H` invertible, the traces of the two diagonal
blocks of the Green's matrix differ by the difference of the numbers of sites, divided by `z`. -/
theorem sublattice_imbalance (B : Matrix m n ℂ) (C : Matrix n m ℂ) (z : ℂˣ)
    (hz : IsUnit ((z : ℂ) • 1 - bipartite B C)) :
    (green (bipartite B C) z).toBlocks₁₁.trace - (green (bipartite B C) z).toBlocks₂₂.trace
      = ((Fintype.card m : ℂ) - Fintype.card n) * ((z⁻¹ : ℂˣ) : ℂ) := by
  have hb : twoSublattice 0 0 B C = bipartite B C := by
    simp [twoSublattice, bipartite]
  have h := onsite_sum_rule 0 0 B C (z : ℂ) (by rw [hb]; exact hz)
  rw [hb] at h
  rw [Units.eq_mul_inv_iff_mul_eq]
  linear_combination h

/-- The bipartite Hamiltonian anticommutes with the chirality matrix. -/
theorem chirality_anticomm (B : Matrix m n ℂ) (C : Matrix n m ℂ) :
    chirality m n * bipartite B C = -(bipartite B C * chirality m n) := by
  simp [chirality, bipartite, fromBlocks_multiply, fromBlocks_neg]

/-- The trace against the chirality matrix is the difference of the two sublattice traces. -/
theorem trace_chirality_mul (M : Matrix (m ⊕ n) (m ⊕ n) ℂ) :
    (chirality m n * M).trace = M.toBlocks₁₁.trace - M.toBlocks₂₂.trace := by
  conv_lhs => rw [← fromBlocks_toBlocks M]
  rw [chirality, fromBlocks_multiply]
  simp [Matrix.trace, Fintype.sum_sum_type, sub_eq_add_neg]

/-- Every positive moment of the bipartite Hamiltonian has the same trace on both sublattices. -/
theorem moments_balanced (B : Matrix m n ℂ) (C : Matrix n m ℂ) (k : ℕ) :
    (bipartite B C ^ (k + 1)).toBlocks₁₁.trace
      = (bipartite B C ^ (k + 1)).toBlocks₂₂.trace := by
  rw [← sub_eq_zero, ← trace_chirality_mul]
  -- moving one factor of H around the trace changes the sign
  have h : (chirality m n * bipartite B C ^ (k + 1)).trace
      = -(chirality m n * bipartite B C ^ (k + 1)).trace := by
    calc (chirality m n * bipartite B C ^ (k + 1)).trace
        = (chirality m n * bipartite B C * bipartite B C ^ k).trace := by
          rw [pow_succ', mul_assoc]
      _ = -(bipartite B C * (chirality m n * bipartite B C ^ k)).trace := by
          rw [chirality_anticomm, neg_mul, Matrix.trace_neg, mul_assoc]
      _ = -(chirality m n * bipartite B C ^ k * bipartite B C).trace := by
          rw [Matrix.trace_mul_comm]
      _ = -(chirality m n * bipartite B C ^ (k + 1)).trace := by
          rw [mul_assoc, ← pow_succ]
  linear_combination h / 2

/-- Chiral symmetry of the Green's matrix: if `z - H` is invertible then so is `-z - H`, and
`G(-z) = -Γ G(z) Γ` with `Γ` the chirality matrix. -/
theorem green_neg (B : Matrix m n ℂ) (C : Matrix n m ℂ) (z : ℂ)
    (hz : IsUnit (z • 1 - bipartite B C)) :
    IsUnit ((-z) • 1 - bipartite B C) ∧
      green (bipartite B C) (-z)
        = -(chirality m n * green (bipartite B C) z * chirality m n) := by
  have hG : (z • 1 - bipartite B C) * green (bipartite B C) z = 1 :=
    Matrix.mul_nonsing_inv _ ((Matrix.isUnit_iff_isUnit_det _).1 hz)
  have hsq : chirality m n * chirality m n = 1 := by
    simp [chirality, fromBlocks_multiply]
  -- carrying the chirality matrix through reverses the energy
  have hc : ((-z) • 1 - bipartite B C) * chirality m n
      = -(chirality m n * (z • 1 - bipartite B C)) := by
    rw [sub_mul, mul_sub, smul_mul_assoc, mul_smul_comm, one_mul, mul_one, chirality_anticomm]
    module
  have key : ((-z) • 1 - bipartite B C)
      * -(chirality m n * green (bipartite B C) z * chirality m n) = 1 := by
    calc _ = -(((-z) • 1 - bipartite B C) * chirality m n
            * green (bipartite B C) z * chirality m n) := by
          simp only [mul_neg, mul_assoc]
      _ = chirality m n * ((z • 1 - bipartite B C) * green (bipartite B C) z)
            * chirality m n := by
          rw [hc]
          simp only [neg_mul, neg_neg, mul_assoc]
      _ = 1 := by rw [hG, mul_one, hsq]
  exact ⟨⟨⟨_, _, key, mul_eq_one_comm.1 key⟩, rfl⟩, Matrix.inv_eq_right_inv key⟩

/-- For a Hermitian Hamiltonian, `z - H` is invertible at every non-real energy `z`. -/
theorem isUnit_of_im_ne_zero {H : Matrix ι ι ℂ} (hH : H.IsHermitian) {z : ℂ}
    (hz : z.im ≠ 0) : IsUnit (z • 1 - H) := by
  rw [Matrix.isUnit_iff_isUnit_det, isUnit_iff_ne_zero]
  intro hdet
  obtain ⟨v, hv, h0⟩ := Matrix.exists_mulVec_eq_zero_iff.2 hdet
  rw [Matrix.sub_mulVec, Matrix.smul_mulVec, Matrix.one_mulVec, sub_eq_zero] at h0
  -- evaluate `v† H v` in two ways
  have e : star v ⬝ᵥ H *ᵥ v = star (H *ᵥ v) ⬝ᵥ v := by
    rw [Matrix.star_mulVec, hH.eq, Matrix.dotProduct_mulVec]
  rw [← h0, star_smul, dotProduct_smul, smul_dotProduct, smul_eq_mul, smul_eq_mul] at e
  have hs : star v ⬝ᵥ v ≠ 0 := fun h =>
    hv (dotProduct_star_self_eq_zero.1 h)
  have him : z.im = -z.im := congrArg Complex.im (mul_right_cancel₀ hs e)
  exact hz (by linarith)

/-- For Hermitian hopping between the sublattices, the imbalance formula holds at every
non-real energy. -/
theorem hermitian_imbalance (B : Matrix m n ℂ) (z : ℂ) (hz : z.im ≠ 0) :
    (green (bipartite B Bᴴ) z).toBlocks₁₁.trace - (green (bipartite B Bᴴ) z).toBlocks₂₂.trace
      = ((Fintype.card m : ℂ) - Fintype.card n) / z := by
  have hH : (bipartite B Bᴴ).IsHermitian := by
    simp [Matrix.IsHermitian, bipartite, fromBlocks_conjTranspose]
  have h0 : z ≠ 0 := fun h => hz (by rw [h]; rfl)
  rw [div_eq_mul_inv]
  exact sublattice_imbalance B Bᴴ (Units.mk0 z h0) (isUnit_of_im_ne_zero hH hz)

end

end SublatticeImbalance
```

```lean
#print axioms SublatticeImbalance.sublattice_imbalance
-- 'SublatticeImbalance.sublattice_imbalance' depends on axioms: [propext, Classical.choice, Quot.sound]
#print axioms SublatticeImbalance.moments_balanced
-- 'SublatticeImbalance.moments_balanced' depends on axioms: [propext, Classical.choice, Quot.sound]
#print axioms SublatticeImbalance.green_neg
-- 'SublatticeImbalance.green_neg' depends on axioms: [propext, Classical.choice, Quot.sound]
#print axioms SublatticeImbalance.hermitian_imbalance
-- 'SublatticeImbalance.hermitian_imbalance' depends on axioms: [propext, Classical.choice, Quot.sound]
```

## How the proof follows the blocks

In `onsite_sum_rule`, `hr` and `hl` are the two resolvent equations, and `hM` writes \(z-H\) in blocks. `fromBlocks_inj` separates the block equations, whose traces become `t1` and `t2`. The final `linear_combination` subtracts them and supplies cyclicity through `Matrix.trace_mul_comm`. `sublattice_imbalance` specialises this to zero on-site energies and moves \(z\) to the other side.

`chirality_anticomm` and `trace_chirality_mul` provide the two facts about \(\Gamma\) behind `moments_balanced`, whose `calc` block moves one factor of \(H\) around the trace. In `green_neg`, `hc` carries \(\Gamma\) through \(z-H\), reversing the sign of \(z\), and `key` verifies the proposed inverse. This gives both invertibility and the formula for \(G(-z)\).

`isUnit_of_im_ne_zero` turns a zero determinant into a nonzero vector `v`. The equation `e` compares the two evaluations of \(v^\dagger Hv\), and `hs` permits cancellation of \(v^\dagger v\). The last theorem checks that the bipartite matrix is Hermitian and combines this lemma with `sublattice_imbalance`.
